# Above a damping factor of 2/N, simultaneous updates of N one-site fragments fail to converge for some positive definite coupling

Take N ≥ 1 sites, each its own fragment, with a real coupling matrix A that has 1 on the diagonal and the same number s everywhere else. A damped simultaneous update multiplies the error by 1 − wD⁻¹A, where D is the block-diagonal part of A, here the identity. The lemma says that for every w > 2/N there is an s for which A is positive definite and yet the powers of this error matrix do not tend to zero. The attempt takes s = 2/(wN), which lies between 0 and 1, and gets positive definiteness by writing the quadratic form as (1 − s)∑xᵢ² + s(∑xᵢ)². It then shows that each step multiplies the uniform vector by a number r < −1, so the error along that vector cannot die out.

An attempt in Lean 4 with a fault in it:

```lean
import Mathlib

open Matrix Filter Topology

namespace ThresholdSharp

noncomputable section

variable {n κ : Type*} [Fintype n] [DecidableEq n] [Fintype κ] [DecidableEq κ]

/-- The block-diagonal part of `A`: only couplings inside a fragment are kept. -/
def blockDiag (frag : n → κ) (A : Matrix n n ℝ) : Matrix n n ℝ :=
  Matrix.of fun i j => if frag i = frag j then A i j else 0

/-- The error propagator `1 - w D⁻¹ A` of the damped simultaneous fragment update,
for `A` with invertible block-diagonal part `D`. -/
def dampedStep (frag : n → κ) (A : Matrix n n ℝ) (w : ℝ) : Matrix n n ℝ :=
  1 - w • ((blockDiag frag A)⁻¹ * A)

/-- Sites with unit self-coupling and the same coupling `s` between any two of them. -/
def uniformCoupling (κ : Type*) [DecidableEq κ] (s : ℝ) : Matrix κ κ ℝ :=
  Matrix.of fun i j => if i = j then 1 else s

/-- The threshold is sharp: for `N ≥ 1` one-site fragments and any `w > 2 / N`, some
positive definite uniform coupling makes the powers of `1 - w D⁻¹ A` fail to tend to zero. -/
theorem threshold_sharp [Nonempty κ] {w : ℝ} (hw : 2 / Fintype.card κ < w) :
    ∃ s : ℝ, (uniformCoupling κ s).PosDef ∧
      ¬ Tendsto (fun k : ℕ => dampedStep id (uniformCoupling κ s) w ^ k) atTop (𝓝 0) := by
  have hN : (0 : ℝ) < Fintype.card κ := Nat.cast_pos.2 Fintype.card_pos
  have hw0 : 0 < w := lt_trans (by positivity) hw
  rw [div_lt_iff₀ hN] at hw
  have hwN := mul_pos hw0 hN
  obtain ⟨s, hs⟩ : ∃ s : ℝ, s = 2 / (w * Fintype.card κ) := ⟨_, rfl⟩
  have hs0 : 0 < s := by rw [hs]; positivity
  have hs1 : s < 1 := by rw [hs, div_lt_one hwN]; exact hw
  have hsw : s * (w * Fintype.card κ) = 2 := by rw [hs]; exact div_mul_cancel₀ _ hwN.ne'
  have hmul : ∀ x i, (uniformCoupling κ s *ᵥ x) i = (1 - s) * x i + s * ∑ j, x j := by
    intro x i
    have h1 : ∀ j, uniformCoupling κ s i j * x j =
        (if i = j then (1 - s) * x j else 0) + s * x j := by
      intro j
      simp only [uniformCoupling, Matrix.of_apply]
      split_ifs <;> ring
    simp only [Matrix.mulVec, dotProduct, h1, Finset.sum_add_distrib, Finset.mul_sum]
    simp
  refine ⟨s, Matrix.posDef_iff_dotProduct_mulVec.2 ⟨?_, fun x hx => ?_⟩, fun hlim => ?_⟩
  · ext i j
    simp [uniformCoupling, eq_comm]
  · obtain ⟨i, hi⟩ := Function.ne_iff.1 hx
    have hsq : 0 < ∑ i, x i ^ 2 := Finset.sum_pos' (fun i _ => sq_nonneg _)
      ⟨i, Finset.mem_univ _, pow_pos (abs_pos.2 hi) 2 |>.trans_eq (sq_abs _)⟩
    have he : star x ⬝ᵥ uniformCoupling κ s *ᵥ x =
        (1 - s) * ∑ i, x i ^ 2 + s * (∑ i, x i) ^ 2 := by
      simp only [star_trivial, dotProduct, hmul, mul_add, Finset.sum_add_distrib]
      rw [← Finset.sum_mul, Finset.mul_sum]
      congr 1
      · exact Finset.sum_congr rfl fun i _ => by ring
      · ring
    rw [he]
    have h1 := mul_pos (sub_pos.2 hs1) hsq
    positivity
  · have hD : blockDiag id (uniformCoupling κ s) = 1 := by
      ext i j
      by_cases h : i = j <;> simp [blockDiag, uniformCoupling, h]
    obtain ⟨r, hr⟩ : ∃ r : ℝ, r = 1 - w * (1 - s + s * Fintype.card κ) := ⟨_, rfl⟩
    -- the uniform vector is multiplied by `r < -1` in each step
    have heig : dampedStep id (uniformCoupling κ s) w *ᵥ (fun _ => 1) = fun _ => r := by
      ext i
      rw [dampedStep, hD, inv_one, one_mul, Matrix.sub_mulVec, Matrix.one_mulVec,
        Matrix.smul_mulVec, Pi.sub_apply, Pi.smul_apply, hmul, hr]
      simp
    have hpow : ∀ k : ℕ, dampedStep id (uniformCoupling κ s) w ^ k *ᵥ (fun _ => 1) =
        fun _ => r ^ k := by
      intro k
      induction k with
      | zero => simp
      | succ k ih =>
        have h1 : (fun _ : κ => r) = r • (fun _ : κ => (1 : ℝ)) := by ext; simp
        rw [pow_succ, ← Matrix.mulVec_mulVec, heig, h1, Matrix.mulVec_smul, ih]
        ext
        simp [pow_succ, mul_comm]
    obtain ⟨i⟩ := ‹Nonempty κ›
    have hc : Continuous fun B : Matrix κ κ ℝ => (B *ᵥ fun _ => (1 : ℝ)) i := by
      simp only [Matrix.mulVec, dotProduct]
      fun_prop
    have hr0 : Tendsto (fun k : ℕ => r ^ k) atTop (𝓝 0) := by
      have h1 := (hc.tendsto 0).comp hlim
      simpa [Function.comp_def, hpow] using h1
    have h2 := (abs_lt.1 (tendsto_pow_atTop_nhds_zero_iff.1 hr0)).1
    nlinarith [mul_pos hw0 (sub_pos.2 hs1)]

end

end ThresholdSharp
```

The error:

```
Main.lean:57:49: error: `ring_nf` made no progress on the goal
Main.lean:57:8: error: Type mismatch
  Finset.sum_congr rfl fun i x => ?m.503
has type
  Finset.sum ?m.500 ?m.497 = Finset.sum ?m.500 ?m.498
but is expected to have type
  ∑ x_1, x x_1 * ((1 - s) * x x_1) = (1 - s) * ∑ i, x i ^ 2
Try this:
  [apply] ring_nf
  
  The `ring` tactic failed to close the goal. Use `ring_nf` to obtain a normal form.
    
  Note that `ring` works primarily in *commutative* rings. If you have a noncommutative ring, abelian group or module, consider using `noncomm_ring`, `abel` or `module` instead.
Main.lean:58:6: error: unsolved goals
case e_a
κ : Type u_2
inst✝² : Fintype κ
inst✝¹ : DecidableEq κ
inst✝ : Nonempty κ
w : ℝ
hw : 2 < w * ↑(Fintype.card κ)
hN : 0 < ↑(Fintype.card κ)
hw0 : 0 < w
hwN : 0 < w * ↑(Fintype.card κ)
s : ℝ
hs : s = 2 / (w * ↑(Fintype.card κ))
hs0 : 0 < s
hs1 : s < 1
hsw : s * (w * ↑(Fintype.card κ)) = 2
hmul : ∀ (x : κ → ℝ) (i : κ), (uniformCoupling κ s *ᵥ x) i = (1 - s) * x i + s * ∑ j, x j
x : κ → ℝ
hx : x ≠ 0
i : κ
hi : x i ≠ 0 i
hsq : 0 < ∑ i, x i ^ 2
⊢ (∑ i, x i) * ∑ x_1, s * x x_1 = (∑ i, x i) ^ 2 * s
Main.lean:62:56: error: unsolved goals
case pos
κ : Type u_2
inst✝² : Fintype κ
inst✝¹ : DecidableEq κ
inst✝ : Nonempty κ
w : ℝ
hw : 2 < w * ↑(Fintype.card κ)
hN : 0 < ↑(Fintype.card κ)
hw0 : 0 < w
hwN : 0 < w * ↑(Fintype.card κ)
s : ℝ
hs : s = 2 / (w * ↑(Fintype.card κ))
hs0 : 0 < s
hs1 : s < 1
hsw : s * (w * ↑(Fintype.card κ)) = 2
hmul : ∀ (x : κ → ℝ) (i : κ), (uniformCoupling κ s *ᵥ x) i = (1 - s) * x i + s * ∑ j, x j
hlim : Tendsto (fun k => dampedStep id (uniformCoupling κ s) w ^ k) atTop (𝓝 0)
i j : κ
h : i = j
⊢ 1 = 1 i j
```

The first three errors and the `Try this` hint come from one rewrite. `Finset.mul_sum` was meant to move `1 - s` inside the sum of squares on the right, but it acted on `s * ∑ j, x j` on the left. The right side of the first goal was then still a product, where `Finset.sum_congr` needs a sum. Hence the type mismatch, and the inner `ring` had only undetermined terms to work on. In the second goal `s` was now inside a sum, and `ring` does not pull it out; the hint to use `ring_nf` would not help. The repair uses `Finset.mul_sum` after `congr 1`, in the first goal only, so the second keeps `s` outside its sum and `ring` closes it.

The last error is separate. In the case `i = j`, `simp` reduced the left side to 1 but left the identity matrix's entry `1 i j` as it was. Adding `Matrix.one_apply` turns that entry into an `if i = j` expression, which `h` settles.

The repair, with which the file compiles:

```diff
@@ -53,7 +53,8 @@
         (1 - s) * ∑ i, x i ^ 2 + s * (∑ i, x i) ^ 2 := by
       simp only [star_trivial, dotProduct, hmul, mul_add, Finset.sum_add_distrib]
-      rw [← Finset.sum_mul, Finset.mul_sum]
+      rw [← Finset.sum_mul]
       congr 1
-      · exact Finset.sum_congr rfl fun i _ => by ring
+      · rw [Finset.mul_sum]
+        exact Finset.sum_congr rfl fun i _ => by ring
       · ring
     rw [he]
@@ -62,5 +63,5 @@
   · have hD : blockDiag id (uniformCoupling κ s) = 1 := by
       ext i j
-      by_cases h : i = j <;> simp [blockDiag, uniformCoupling, h]
+      by_cases h : i = j <;> simp [blockDiag, uniformCoupling, Matrix.one_apply, h]
     obtain ⟨r, hr⟩ : ∃ r : ℝ, r = 1 - w * (1 - s + s * Fintype.card κ) := ⟨_, rfl⟩
     -- the uniform vector is multiplied by `r < -1` in each step
```
